# The product of fourfold rotation eigenvalues at Γ and M and twofold ones at X as a power of i

Take the fourfold rotation eigenvalues i^l at Γ and M, with l = 0, 1, 2, 3, and the twofold eigenvalues (−1)^p at X, with p = 0, 1, and give each an integer multiplicity. The lemma says that the product of all these eigenvalues, each raised to its multiplicity, is i to the power ∑ l G_l + ∑ l M_l + 2 X_1, where G, M and X are the multiplicities at the three points. The multiplicities are arbitrary integers, negative ones included, and no Hamiltonian or relation between the three points is assumed. The proof writes every factor as a power of i, gathers the factors into one power by adding exponents, and then compares the exponent with the index.

In Lean, a first try:

```lean
import Mathlib

open Matrix

namespace EigenvalueProductEq

noncomputable section

/-- Integer multiplicities `(G, M, X)` of the fourfold rotation eigenvalues `i^l` at Γ and M
and of the twofold rotation eigenvalues `(-1)^p` at X. -/
abbrev Data := (Fin 4 → ℤ) × (Fin 4 → ℤ) × (Fin 2 → ℤ)

/-- The integer `∑ l G_l + ∑ l M_l + 2 X_1`, with `l = 0, 1, 2, 3`. -/
def index : Data →+ ℤ :=
  AddMonoidHom.mk' (fun v => v.1 1 + 2 * v.1 2 + 3 * v.1 3
      + (v.2.1 1 + 2 * v.2.1 2 + 3 * v.2.1 3) + 2 * v.2.2 1) (by
    intro v w
    simp only [Prod.fst_add, Prod.snd_add, Pi.add_apply]
    ring)

/-- The product of all fourfold eigenvalues at Γ and M and all twofold eigenvalues at X,
each raised to its multiplicity. -/
def eigenvalueProduct (v : Data) : ℂ :=
  (∏ l : Fin 4, (Complex.I ^ (l : ℕ)) ^ v.1 l) *
    (∏ l : Fin 4, (Complex.I ^ (l : ℕ)) ^ v.2.1 l) *
    ∏ p : Fin 2, ((Complex.I ^ 2) ^ (p : ℕ)) ^ v.2.2 p

/-- The product of the rotation eigenvalues is `i` to the power of the index. -/
theorem eigenvalueProduct_eq (v : Data) : eigenvalueProduct v = Complex.I ^ index v := by
  have hp : ∀ (n : ℕ) (m : ℤ), (Complex.I ^ n) ^ m = Complex.I ^ ((n : ℤ) * m) := by
    intro n m
    rw [zpow_mul, zpow_natCast]
  unfold eigenvalueProduct
  simp only [← pow_mul, hp, Fin.prod_univ_four, Fin.prod_univ_two,
    ← zpow_add₀ Complex.I_ne_zero]
  congr 1
  change _ = v.1 1 + 2 * v.1 2 + 3 * v.1 3
      + (v.2.1 1 + 2 * v.2.1 2 + 3 * v.2.1 3) + 2 * v.2.2 1
  norm_num
  ring

end

end EigenvalueProductEq
```

Messages:

```
Main.lean:32:8: error: Ambiguous term
  zpow_mul
Possible interpretations:
  _root_.zpow_mul : ∀ (a : ?m.32) (m n : ℤ), a ^ (m * n) = (a ^ m) ^ n
  
  Matrix.zpow_mul : ∀ (A : Matrix ?m.32 ?m.32 ?m.35), IsUnit A.det → ∀ (m n : ℤ), A ^ (m * n) = (A ^ m) ^ n
Main.lean:40:2: error: No goals to be solved
```

Diagnosis. The first error is a clash of names. Because the file has `open Matrix`, the short name `zpow_mul` can mean either `_root_.zpow_mul` or `Matrix.zpow_mul`, and Lean reports the term in `rw` as ambiguous. The powers here are of complex numbers, so the general lemma is the one wanted; the matrix version is about square matrices and also asks for an invertible determinant. Writing `_root_.zpow_mul` settles the choice. The same prefix on `zpow_natCast` makes that name explicit too, though the messages report no ambiguity there.

The second error, "No goals to be solved", falls on the final `ring`. By then `norm_num` has already proved the equality of exponents: it evaluates the numerical coefficients and drops the terms with coefficient zero, which leaves the two sides the same. With nothing left to prove, `ring` fails, and deleting it cures the error.

As a diff, the version that Lean accepts:

```diff
@@ -30,5 +30,5 @@
   have hp : ∀ (n : ℕ) (m : ℤ), (Complex.I ^ n) ^ m = Complex.I ^ ((n : ℤ) * m) := by
     intro n m
-    rw [zpow_mul, zpow_natCast]
+    rw [_root_.zpow_mul, _root_.zpow_natCast]
   unfold eigenvalueProduct
   simp only [← pow_mul, hp, Fin.prod_univ_four, Fin.prod_univ_two,
@@ -38,5 +38,4 @@
       + (v.2.1 1 + 2 * v.2.1 2 + 3 * v.2.1 3) + 2 * v.2.2 1
   norm_num
-  ring
 
 end
```
